# Sternheimer elimination of the sum over empty states in a finite eigenbasis

A molecule sits in an optical cavity with one photon mode of frequency $\omega>0$, in units with $\hbar=1$. Its electrons are described by non-interacting Kohn–Sham orbitals $u_n$ with energies $e_n$, some occupied and the rest empty. At second order in the dipole coupling, an electron in orbital $i$ can emit a virtual photon while moving to an empty orbital $n$. The intermediate state lies $e_n-e_i+\omega$ above the initial one. With $d$ the dipole operator along the polarisation of the mode, the energy correction contains sums of the form

$$\sum_{n\ \text{empty}} \frac{|\langle u_n, d\,u_i\rangle|^2}{e_n-e_i+\omega}.$$

Sums of this type enter the electron–photon exchange energy of quantum-electrodynamical density functional theory, and evaluating them term by term requires every empty orbital. The question is whether one linear equation can replace the sum. It can, for a fixed one-particle Hamiltonian in finite dimension, provided no empty energy lies below $e_i$.

## States, projector and the linear problem

The state space $E$ is a complex inner product space with an orthonormal basis $u_n$, where $n$ runs over a finite index set `ι`. This stands for an orbital basis or a grid, so continuum states and unbounded operators are not covered. The product $\langle\cdot,\cdot\rangle$, written `⟪u n, b⟫_ℂ` in Lean, is antilinear in the first slot and linear in the second, as in Dirac notation.

```lean
import Mathlib

open scoped InnerProductSpace
open Finset

namespace SternheimerElimination

noncomputable section

variable {ι E : Type*} [Fintype ι] [DecidableEq ι]
  [NormedAddCommGroup E] [InnerProductSpace ℂ E]
```

The empty states are indexed by a subset $S$, and every index outside $S$ counts as occupied. The projector on the empty states acts on a vector $b$ as $Qb=\sum_{n\in S}\langle u_n,b\rangle u_n$.

```lean
/-- Projection `Q b = ∑_{n empty} ⟨u_n, b⟩ u_n` on the empty states, indexed by `S`. -/
def emptyProj (u : OrthonormalBasis ι ℂ E) (S : Finset ι) (b : E) : E :=
  ∑ n ∈ S, ⟪u n, b⟫_ℂ • u n
```

For real energies $e_n$, a real reference energy $\varepsilon$ and a complex frequency $z$, the sum over states is

$$x_S=\sum_{n\in S}\frac{\langle u_n,b\rangle}{e_n-\varepsilon+z}\,u_n .$$

Lean assigns the value zero to a quotient with vanishing denominator, but every theorem that mentions $x_S$ has hypotheses that exclude this case.

```lean
/-- The sum over empty states `∑_{n empty} ⟨u_n, b⟩ u_n / (e_n - ε + z)`. -/
def sumOverStates (u : OrthonormalBasis ι ℂ E) (e : ι → ℝ) (S : Finset ι) (ε : ℝ) (z : ℂ)
    (b : E) : E :=
  ∑ n ∈ S, (⟪u n, b⟫_ℂ / ((e n : ℂ) - ε + z)) • u n
```

For a linear operator $H$, a vector $x$ solves the Sternheimer problem with source $b$ if

$$Qx=x,\qquad (H-\varepsilon+z)\,x=Qb .$$

In the cavity setting $H$ is the Kohn–Sham Hamiltonian, $\varepsilon=e_i$, $z=\omega$ and $b=d\,u_i$. The theorems hold for arbitrary $b$. Neither the photon field nor a dependence of $H$ on the density appears in them, so they concern the linear algebra of a single Sternheimer solve and not a self-consistent response calculation.

```lean
/-- The Sternheimer problem at reference energy `ε` and frequency `z`:
`Q x = x` and `(H - ε + z) x = Q b`. -/
def IsSternheimerSolution (H : E →ₗ[ℂ] E) (u : OrthonormalBasis ι ℂ E) (S : Finset ι)
    (ε : ℝ) (z : ℂ) (b x : E) : Prop :=
  emptyProj u S x = x ∧ H x - (ε : ℂ) • x + z • x = emptyProj u S b
```

## (a) Components fix a vector

Show that $x=y$ whenever $\langle u_m,x\rangle=\langle u_m,y\rangle$ for all $m$.

Completeness of the basis gives

$$x=\sum_m\langle u_m,x\rangle u_m=\sum_m\langle u_m,y\rangle u_m=y .$$

The `calc` block has these three equalities, and `u.sum_repr'` is the completeness relation.

```lean
omit [DecidableEq ι] in
/-- Two vectors with the same components along all basis states are equal. -/
theorem eq_of_coeff (u : OrthonormalBasis ι ℂ E) {x y : E}
    (h : ∀ m, ⟪u m, x⟫_ℂ = ⟪u m, y⟫_ℂ) : x = y :=
  calc x = ∑ m, ⟪u m, x⟫_ℂ • u m := (u.sum_repr' x).symm
    _ = ∑ m, ⟪u m, y⟫_ℂ • u m := Finset.sum_congr rfl fun m _ => by rw [h m]
    _ = y := u.sum_repr' y
```

## (b) Components of a sum over the empty states

Show that, for complex numbers $c_n$, the component of $\sum_{n\in S}c_nu_n$ along $u_m$ is $c_m$ for $m\in S$ and zero otherwise.

By linearity in the second slot and orthonormality,

$$\Big\langle u_m,\sum_{n\in S}c_nu_n\Big\rangle=\sum_{n\in S}c_n\,\delta_{mn},$$

and the Kronecker delta selects a term only when $m\in S$. In Lean `orthonormal_iff_ite` supplies the delta and `Finset.sum_ite_eq` collapses the sum.

```lean
/-- The component along `u_m` of `∑_{n ∈ S} c_n u_n` is `c_m` for `m ∈ S` and zero otherwise. -/
theorem inner_sum_states (u : OrthonormalBasis ι ℂ E) (S : Finset ι) (c : ι → ℂ) (m : ι) :
    ⟪u m, ∑ n ∈ S, c n • u n⟫_ℂ = if m ∈ S then c m else 0 := by
  simp only [inner_sum, inner_smul_right, orthonormal_iff_ite.mp u.orthonormal, mul_ite,
    mul_one, mul_zero, Finset.sum_ite_eq]
```

## (c) The Hamiltonian in its eigenbasis

Assume from here on that $Hu_n=e_nu_n$ with real $e_n$, which is the hypothesis `hH`. Show that $\langle u_m,Hx\rangle=e_m\langle u_m,x\rangle$ for every $x$.

Expand $x$ and apply $H$ term by term:

$$Hx=\sum_n\langle u_n,x\rangle Hu_n=\sum_n e_n\langle u_n,x\rangle u_n .$$

Part (b), with $S$ replaced by the whole index set and $c_n=e_n\langle u_n,x\rangle$, extracts the component $m$. The intermediate statement `h` is the displayed expansion, and the last line applies `inner_sum_states` with `univ`.

```lean
variable {H : E →ₗ[ℂ] E} {u : OrthonormalBasis ι ℂ E} {e : ι → ℝ}

/-- In its orthonormal eigenbasis, `H` multiplies the component along `u_m` by `e_m`. -/
theorem inner_hamiltonian (hH : ∀ n, H (u n) = (e n : ℂ) • u n) (m : ι) (x : E) :
    ⟪u m, H x⟫_ℂ = (e m : ℂ) * ⟪u m, x⟫_ℂ := by
  have h : H x = ∑ n, ((e n : ℂ) * ⟪u n, x⟫_ℂ) • u n :=
    calc H x = H (∑ n, ⟪u n, x⟫_ℂ • u n) := by rw [u.sum_repr' x]
      _ = ∑ n, ((e n : ℂ) * ⟪u n, x⟫_ℂ) • u n := by
        rw [map_sum]
        refine Finset.sum_congr rfl fun n _ => ?_
        rw [map_smul, hH, smul_smul, mul_comm]
  rw [h, inner_sum_states u univ (fun n => (e n : ℂ) * ⟪u n, x⟫_ℂ) m, if_pos (mem_univ m)]
```

## (d) Hermiticity

Show that $\langle Hx,y\rangle=\langle x,Hy\rangle$ for all $x$ and $y$.

Conjugating (c) and using that $e_n$ is real gives $\langle Hx,u_n\rangle=\overline{e_n\langle u_n,x\rangle}=e_n\langle x,u_n\rangle$. Inserting the resolution of the identity on both sides,

$$\langle Hx,y\rangle=\sum_n e_n\langle x,u_n\rangle\langle u_n,y\rangle=\sum_n\langle x,u_n\rangle\langle u_n,Hy\rangle=\langle x,Hy\rangle .$$

The lemma `u.sum_inner_mul_inner` inserts the identity, and `Complex.conj_ofReal` uses the reality of $e_n$. The conclusion `H.IsSymmetric` is the equation above. Hermiticity is thus contained in `hH` and needs no hypothesis of its own; the later parts use (c) directly.

```lean
/-- An operator with an orthonormal eigenbasis and real energies is Hermitian. -/
theorem hamiltonian_isSymmetric (hH : ∀ n, H (u n) = (e n : ℂ) • u n) : H.IsSymmetric := by
  intro x y
  rw [← u.sum_inner_mul_inner (H x) y, ← u.sum_inner_mul_inner x (H y)]
  refine Finset.sum_congr rfl fun n _ => ?_
  have h : ⟪H x, u n⟫_ℂ = (e n : ℂ) * ⟪x, u n⟫_ℂ := by
    rw [← inner_conj_symm (H x) (u n), inner_hamiltonian hH, map_mul, Complex.conj_ofReal,
      inner_conj_symm]
  rw [h, inner_hamiltonian hH]
  ring
```

## (e) The linear problem in components

Show that $x$ solves the Sternheimer problem if and only if $\langle u_m,x\rangle=0$ for all $m\notin S$ and $(e_m-\varepsilon+z)\langle u_m,x\rangle=\langle u_m,b\rangle$ for all $m\in S$. No condition is placed on $\varepsilon$ or $z$.

Two formulas carry the argument. By (b), for any vector $v$ the component $\langle u_m,Qv\rangle$ equals $\langle u_m,v\rangle$ for $m\in S$ and zero otherwise. By (c),

$$\langle u_m,(H-\varepsilon+z)x\rangle=(e_m-\varepsilon+z)\langle u_m,x\rangle .$$

Suppose $x$ is a solution. For occupied $m$, $\langle u_m,x\rangle=\langle u_m,Qx\rangle=0$. For empty $m$, the component $m$ of the second equation is the stated relation. Conversely, suppose both families of relations hold, and compare components by (a). The vectors $Qx$ and $x$ agree on empty $m$ trivially and both vanish on occupied $m$. The vectors $(H-\varepsilon+z)x$ and $Qb$ agree on empty $m$ by assumption, and on occupied $m$ the first gives $(e_m-\varepsilon+z)\cdot 0=0$, which matches the second.

The two formulas are `hQ` and `hL`, and each `split_ifs with hm` separates empty from occupied $m$.

```lean
/-- In components, the Sternheimer problem says that `x` has no occupied component and that
`(e_m - ε + z) ⟨u_m, x⟩ = ⟨u_m, b⟩` for every empty state `m`. -/
theorem sternheimer_iff_coeff (hH : ∀ n, H (u n) = (e n : ℂ) • u n) (S : Finset ι) (ε : ℝ)
    (z : ℂ) (b x : E) :
    IsSternheimerSolution H u S ε z b x ↔
      (∀ m ∉ S, ⟪u m, x⟫_ℂ = 0) ∧
        ∀ m ∈ S, ((e m : ℂ) - ε + z) * ⟪u m, x⟫_ℂ = ⟪u m, b⟫_ℂ := by
  have hQ : ∀ v m, ⟪u m, emptyProj u S v⟫_ℂ = if m ∈ S then ⟪u m, v⟫_ℂ else 0 :=
    fun v m => inner_sum_states u S (fun n => ⟪u n, v⟫_ℂ) m
  -- the shifted Hamiltonian is diagonal in the eigenbasis
  have hL : ∀ m, ⟪u m, H x - (ε : ℂ) • x + z • x⟫_ℂ = ((e m : ℂ) - ε + z) * ⟪u m, x⟫_ℂ := by
    intro m
    rw [inner_add_right, inner_sub_right, inner_hamiltonian hH]
    simp only [inner_smul_right]
    ring
  constructor
  · rintro ⟨h1, h2⟩
    constructor
    · intro m hm
      have h := hQ x m
      rw [h1, if_neg hm] at h
      exact h
    · intro m hm
      rw [← hL, h2, hQ, if_pos hm]
  · rintro ⟨h1, h2⟩
    constructor
    · refine eq_of_coeff u fun m => ?_
      rw [hQ]
      split_ifs with hm
      · rfl
      · exact (h1 m hm).symm
    · refine eq_of_coeff u fun m => ?_
      rw [hL, hQ]
      split_ifs with hm
      · exact h2 m hm
      · rw [h1 m hm, mul_zero]
```

## (f) Solution away from resonance

Let $z$ be complex with $e_n-\varepsilon+z\neq0$ for all $n\in S$, the hypothesis `hz`. It says that $-z$ is not an excitation energy $e_n-\varepsilon$ into an empty state. Show that $x$ solves the problem if and only if $x=x_S$.

By (b), the components of $x_S$ are $\langle u_m,b\rangle/(e_m-\varepsilon+z)$ for empty $m$ and zero for occupied $m$. If $x$ is a solution, dividing the relation of (e) by the nonzero denominator gives

$$\langle u_m,x\rangle=\frac{\langle u_m,b\rangle}{e_m-\varepsilon+z}\qquad(m\in S),$$

and the occupied components vanish, so $x=x_S$ by (a). If $x=x_S$, the occupied components vanish, and multiplying an empty component by its denominator returns $\langle u_m,b\rangle$, so (e) applies. Only empty $n$ enter `hz`: a vanishing $e_m-\varepsilon+z$ at an occupied $m$ does no harm, because $Qx=x$ has removed that component.

The components of $x_S$ are `hs`. The steps `eq_div_iff` and `div_eq_iff` clear the denominator, and both take `hz m hm` as argument.

```lean
/-- For a complex frequency `z` with `e_n - ε + z ≠ 0` on all empty states, `x` solves the
Sternheimer problem exactly when it is the sum over empty states. -/
theorem sternheimer_iff_sumOverStates (hH : ∀ n, H (u n) = (e n : ℂ) • u n) {S : Finset ι}
    {ε : ℝ} {z : ℂ} (hz : ∀ n ∈ S, (e n : ℂ) - ε + z ≠ 0) (b x : E) :
    IsSternheimerSolution H u S ε z b x ↔ x = sumOverStates u e S ε z b := by
  have hs : ∀ m, ⟪u m, sumOverStates u e S ε z b⟫_ℂ =
      if m ∈ S then ⟪u m, b⟫_ℂ / ((e m : ℂ) - ε + z) else 0 :=
    fun m => inner_sum_states u S (fun n => ⟪u n, b⟫_ℂ / ((e n : ℂ) - ε + z)) m
  rw [sternheimer_iff_coeff hH]
  constructor
  · rintro ⟨h1, h2⟩
    refine eq_of_coeff u fun m => ?_
    rw [hs]
    split_ifs with hm
    · -- divide by the nonzero energy denominator
      rw [eq_div_iff (hz m hm)]
      linear_combination h2 m hm
    · exact h1 m hm
  · intro hx
    rw [hx]
    refine ⟨fun m hm => by rw [hs, if_neg hm], fun m hm => ?_⟩
    rw [hs, if_pos hm, ← mul_div_assoc, div_eq_iff (hz m hm)]
    ring
```

## (g) Elimination of the empty states at positive photon frequency

Let $i$ be an index with $e_i\le e_n$ for all $n\in S$, and let $\omega>0$ be real. Show that

$$x=\sum_{n\in S}\frac{\langle u_n,b\rangle}{e_n-e_i+\omega}\,u_n$$

solves $Qx=x$, $(H-e_i+\omega)x=Qb$, and that every solution equals it.

For $n\in S$ we have $e_n-e_i\ge0$, hence $e_n-e_i+\omega\ge\omega>0$. No denominator vanishes, and (f) with $\varepsilon=e_i$, $z=\omega$ gives both claims.

The hypothesis `hgap` is the filling of orbitals from below, as seen from orbital $i$; it is assumed, not derived from a ground-state condition. It allows equality, so an empty level degenerate with $e_i$ is admitted, and then the denominator is kept from zero by the photon energy alone, through `hω`. The theorem does not require $i\notin S$. If $i$ is itself empty, the term $n=i$ has denominator $\omega$. If $S$ is the empty set, the sum is zero and $Qx=x$ forces $x=0$.

In the proof, `exact_mod_cast` turns the complex equation $e_n-e_i+\omega=0$ into a real one, and `linarith` refutes it from `hgap n hn` and `hω`. The two halves of the conclusion are the two directions of (f).

```lean
/-- Sternheimer elimination: if every empty energy is at least `e_i` and `ω > 0`, the sum over
empty states with denominators `e_n - e_i + ω` is the unique solution of `Q x = x`,
`(H - e_i + ω) x = Q b`. -/
theorem sternheimer_elimination (hH : ∀ n, H (u n) = (e n : ℂ) • u n) (S : Finset ι) (i : ι)
    (hgap : ∀ n ∈ S, e i ≤ e n) {ω : ℝ} (hω : 0 < ω) (b : E) :
    IsSternheimerSolution H u S (e i) ω b (sumOverStates u e S (e i) ω b) ∧
      ∀ x, IsSternheimerSolution H u S (e i) ω b x → x = sumOverStates u e S (e i) ω b := by
  -- all denominators are at least ω, hence nonzero
  have hz : ∀ n ∈ S, (e n : ℂ) - (e i : ℝ) + (ω : ℂ) ≠ 0 := by
    intro n hn h
    have h' : e n - e i + ω = 0 := by exact_mod_cast h
    linarith [hgap n hn]
  exact ⟨(sternheimer_iff_sumOverStates hH hz b _).2 rfl,
    fun x hx => (sternheimer_iff_sumOverStates hH hz b x).1 hx⟩
```

## (h) Unique solvability and resonance

Show that the problem has exactly one solution for every $b$ if and only if $e_n-\varepsilon+z\neq0$ for all $n\in S$.

One direction is (f). For the other, suppose $e_m-\varepsilon+z=0$ for some $m\in S$, and take $b=0$. The vector $x=0$ is a solution. So is $x=u_m$, by the criterion of (e): for occupied $k$ we have $k\neq m$ and $\langle u_k,u_m\rangle=0$, and for empty $k$ the product $(e_k-\varepsilon+z)\,\delta_{km}$ vanishes through the delta if $k\ne m$ and through the resonance if $k=m$. Uniqueness would give $u_m=0$, which contradicts normalisation.

The symbol `∃!` means existence of exactly one $x$. The two solutions are `h1` and `h2`, and `u.orthonormal.ne_zero m` provides the contradiction.

```lean
/-- The Sternheimer problem has exactly one solution for every `b` if and only if
`e_n - ε + z ≠ 0` for all empty states. -/
theorem unique_iff_nonresonant (hH : ∀ n, H (u n) = (e n : ℂ) • u n) (S : Finset ι) (ε : ℝ)
    (z : ℂ) :
    (∀ b, ∃! x, IsSternheimerSolution H u S ε z b x) ↔ ∀ n ∈ S, (e n : ℂ) - ε + z ≠ 0 := by
  constructor
  · intro h m hm h0
    obtain ⟨x, -, hx⟩ := h 0
    -- on resonance both 0 and u_m solve the homogeneous problem
    have h1 : IsSternheimerSolution H u S ε z 0 0 := by
      rw [sternheimer_iff_coeff hH]
      simp
    have h2 : IsSternheimerSolution H u S ε z 0 (u m) := by
      rw [sternheimer_iff_coeff hH]
      constructor
      · intro k hk
        have hkm : k ≠ m := fun hkm => hk (hkm ▸ hm)
        rw [orthonormal_iff_ite.mp u.orthonormal, if_neg hkm]
      · intro k _
        rw [inner_zero_right, orthonormal_iff_ite.mp u.orthonormal]
        split_ifs with hkm
        · rw [hkm, h0, zero_mul]
        · rw [mul_zero]
    exact u.orthonormal.ne_zero m ((hx _ h2).trans (hx _ h1).symm)
  · intro hz b
    exact ⟨_, (sternheimer_iff_sumOverStates hH hz b _).2 rfl,
      fun x hx => (sternheimer_iff_sumOverStates hH hz b x).1 hx⟩
```

## (i) Response matrix elements

Under the condition of (f), let $x$ be a solution and $a$ any vector. Show that

$$\langle a,x\rangle=\sum_{n\in S}\frac{\langle a,u_n\rangle\langle u_n,b\rangle}{e_n-\varepsilon+z}.$$

By (f), $x=x_S$. Linearity in the second slot moves the sum and the coefficients out of $\langle a,x_S\rangle$, which leaves $\langle a,u_n\rangle$ in each term. The Lean proof does this with `inner_sum` and `inner_smul_right`.

With $a=b=d\,u_i$, $\varepsilon=e_i$ and $z=\omega$, the numerator is $|\langle u_n,d\,u_i\rangle|^2$ and the right side is the sum in the opening paragraph. For non-interacting electrons in a finite basis, that sum therefore follows from one linear solve per occupied orbital and photon mode.

```lean
/-- If `e_n - ε + z ≠ 0` on all empty states, a Sternheimer solution `x` gives
`⟨a, x⟩ = ∑_{n empty} ⟨a, u_n⟩ ⟨u_n, b⟩ / (e_n - ε + z)` for every vector `a`. -/
theorem response_element (hH : ∀ n, H (u n) = (e n : ℂ) • u n) {S : Finset ι} {ε : ℝ} {z : ℂ}
    (hz : ∀ n ∈ S, (e n : ℂ) - ε + z ≠ 0) {b x : E}
    (hx : IsSternheimerSolution H u S ε z b x) (a : E) :
    ⟪a, x⟫_ℂ = ∑ n ∈ S, ⟪a, u n⟫_ℂ * ⟪u n, b⟫_ℂ / ((e n : ℂ) - ε + z) := by
  rw [(sternheimer_iff_sumOverStates hH hz b x).1 hx, sumOverStates, inner_sum]
  refine Finset.sum_congr rfl fun n _ => ?_
  rw [inner_smul_right]
  ring
```

## (j) A two-level system

Take $E=\mathbb{C}^2$ with standard basis $u_0,u_1$, energies $e_0=-1$, $e_1=1$ and $S=\{1\}$. Define $H$ as the linear map with $u_n\mapsto e_nu_n$. Show that the $u_n$ are eigenvectors of $H$, that state $0$ is occupied, and that $e_0\le e_n$ for all $n\in S$.

The first claim is the definition of $H$ evaluated on a basis vector. The second is $0\notin\{1\}$, and the third is $-1\le1$. So (g) applies with $i=0$ and any $\omega>0$.

This is the smallest system with both an occupied and an empty state. Writing $b_1=\langle u_1,b\rangle$, the formula of (g) has one term, $x=\dfrac{b_1}{2+\omega}\,u_1$, and indeed $(H+1+\omega)x=(2+\omega)\,x=b_1u_1=Qb$. As $\omega\to0$ it tends to $\tfrac12 b_1u_1$, which for $b=-Vu_0$ is the first-order change of the orbital $u_0$ under a static perturbation $V$. The point $z=0$ falls under (f), since $e_1-e_0=2\neq0$, and the only resonance in the sense of (h) is at $z=-2$. These explicit values, like the variant discussed at the end, are worked out in the prose and are not statements of the file.

The energies are indexed from $0$, as in `Fin 2`.

```lean
/-- Energies `-1` and `1` of a two-level system. -/
def twoLevelEnergy : Fin 2 → ℝ := ![-1, 1]

/-- The standard orthonormal basis of the two-level state space. -/
def twoLevelBasis : OrthonormalBasis (Fin 2) ℂ (EuclideanSpace ℂ (Fin 2)) :=
  EuclideanSpace.basisFun (Fin 2) ℂ
```

The map `constr` builds $H$ from its values on the basis.

```lean
/-- The two-level Hamiltonian, scaling each standard basis vector by its energy. -/
def twoLevelH : EuclideanSpace ℂ (Fin 2) →ₗ[ℂ] EuclideanSpace ℂ (Fin 2) :=
  twoLevelBasis.toBasis.constr ℂ fun n => (twoLevelEnergy n : ℂ) • twoLevelBasis n
```

In the proof, `constr_basis` evaluates $H$ on $u_n$, `decide` settles $0\notin\{1\}$, and `norm_num` checks the inequality.

```lean
/-- The two-level system has the standard basis as eigenbasis; with state `1` empty, state `0`
is occupied and its energy does not exceed the empty energy. -/
theorem twoLevel_witness :
    (∀ n, twoLevelH (twoLevelBasis n) = (twoLevelEnergy n : ℂ) • twoLevelBasis n) ∧
      (0 : Fin 2) ∉ ({1} : Finset (Fin 2)) ∧
      ∀ n ∈ ({1} : Finset (Fin 2)), twoLevelEnergy 0 ≤ twoLevelEnergy n := by
  refine ⟨fun n => ?_, by decide, fun n hn => ?_⟩
  · have h := twoLevelBasis.toBasis.constr_basis ℂ
      (fun n => (twoLevelEnergy n : ℂ) • twoLevelBasis n) n
    rw [twoLevelBasis.coe_toBasis] at h
    exact h
  · rw [Finset.mem_singleton.mp hn]
    norm_num [twoLevelEnergy]

end

end SternheimerElimination
```

```lean
#print axioms SternheimerElimination.sternheimer_iff_sumOverStates
-- 'SternheimerElimination.sternheimer_iff_sumOverStates' depends on axioms: [propext, Classical.choice, Quot.sound]
#print axioms SternheimerElimination.sternheimer_elimination
-- 'SternheimerElimination.sternheimer_elimination' depends on axioms: [propext, Classical.choice, Quot.sound]
#print axioms SternheimerElimination.unique_iff_nonresonant
-- 'SternheimerElimination.unique_iff_nonresonant' depends on axioms: [propext, Classical.choice, Quot.sound]
#print axioms SternheimerElimination.response_element
-- 'SternheimerElimination.response_element' depends on axioms: [propext, Classical.choice, Quot.sound]
```

## The projector written with occupied states

The definition `emptyProj` sums over the empty states, which are the objects that the method is meant to avoid. An alternative definition is $Qb=b-\sum_{n\notin S}\langle u_n,b\rangle u_n$. Because the basis is complete, the two expressions give the same vector, so the solutions and all conclusions would be unchanged. The gain would be in the reading: the Sternheimer problem would then visibly involve only $H$, $b$, $\varepsilon$, $z$ and the occupied orbitals. Among the three general definitions only $x_S$ would sum over empty orbitals, although the theorems would still refer to them, for instance through `hH`, `hz` and `hgap`. The cost would be in (e), where the formula `hQ` would need a subtraction and (b) applied to the complement of $S$, in place of a direct use of (b).
